# When the powers of B do not tend to zero, the starts of x ↦ Bx + c that converge to a fixed point p have empty interior

A linear fixed-point iteration can possess an error mode that it never damps and still converge in a test run, because the error of the chosen start happens to contain none of that mode. Anyone who reads such a run as evidence that the iteration is sound will be surprised when a slightly different start fails to converge to the same solution. The question is how exceptional the successful start was.

Let $B$ be a real $d\times d$ matrix and $c$ a vector in $\mathbb{R}^d$. From a start $x$, the iterates are
$$x^{(0)}=x,\qquad x^{(n+1)}=Bx^{(n)}+c .$$
Suppose that $p$ is a fixed point, $Bp+c=p$, and that $B^n$ does not tend to zero. Write $S$ for the set of starts whose iterates converge to $p$. Then $S$ is a closed affine subspace with empty interior, and arbitrarily close to every point of $S$ there is a start whose iterates do not converge to $p$.

In a self-consistent-field calculation, $x$ stands for the density or potential, $p$ for the self-consistent solution, and $B$ for the matrix that carries the error from one cycle to the next. The result applies to such a calculation only in its linearised form with fixed linear mixing, and there it says that one convergent run does not establish that all nearby vectors in $\mathbb{R}^d$ converge too. These vectors need not be admissible densities: the perturbation may change the number of electrons or make the density negative somewhere.

## Errors that decay and starts that converge

Subtracting $p=Bp+c$ from the update gives
$$x^{(n+1)}-p=Bx^{(n)}+c-(Bp+c)=B\,(x^{(n)}-p),$$
and by induction $x^{(n)}-p=B^n(x-p)$. The shift $c$ has disappeared. Let
$$D=\{v\in\mathbb{R}^d : B^nv\to 0\}$$
be the set of decaying errors. It contains $0$, and it is closed under sums and scalar multiples because limits respect both, so it is a linear subspace. A start $x$ lies in $S$ exactly when $x-p\in D$, which means $S=p+D$. This is the affine subspace through $p$ with direction $D$. It may be as small as the single point $p$.

Next, $D=\mathbb{R}^d$ exactly when $B^n\to0$. If every vector decays, then so does each unit vector $e_j$. Since $B^ne_j$ is column $j$ of $B^n$, every entry of $B^n$ tends to zero. Conversely, if all entries tend to zero, then so does each component $(B^nv)_i=\sum_j (B^n)_{ij}v_j$, which is a finite sum.

Under the assumption on $B$ there is therefore a vector $v\notin D$. Take $x\in S$ and a real number $t\neq0$. If $x+tv$ were also in $S$, then
$$tv=(x+tv-p)-(x-p)$$
would be a difference of two elements of $D$. Hence $tv\in D$, and after division by $t$ also $v\in D$, a contradiction. So every nonzero multiple of $v$, however small, destroys convergence to $p$. For a given $\varepsilon>0$, the choice $t=\varepsilon/(\lVert v\rVert+1)$ moves the start by
$$t\lVert v\rVert=\varepsilon\,\frac{\lVert v\rVert}{\lVert v\rVert+1}<\varepsilon .$$

An interior point of $S$ would have a whole ball around it inside $S$, but the ball contains a start outside $S$. The interior is therefore empty. The set $S$ is closed because a subspace of $\mathbb{R}^d$ is the solution set of finitely many linear equations, and translation by $p$ preserves closedness.

Two consequences follow. First, $D$ is a proper subspace, so $S$ lies in a hyperplane and has volume zero. Secondly, if $B^n\to0$, then $D=\mathbb{R}^d$ and every start converges to $p$. The set $S$ thus has nonempty interior exactly when $B^n\to0$.

Failure to converge to $p$ need not mean growth. For $d=1$, $c=0$ and $p=0$, the choice $B=1$ leaves every start where it is, and $B=-1$ makes every nonzero start oscillate.

The assumption that $p$ is fixed matters for the shape of $S$. Take $d=1$, $B=2$, $c=0$ and $p=1$, which is not a fixed point. The iterates $2^nx$ converge to $1$ for no $x$, so $S$ is empty, whereas $p+D=\{1\}$. The equality $S=p+D$ fails.

## The iteration and its two sets in Lean

The components of a vector are labelled by a finite type `ι`, so that vectors are functions `ι → ℝ` and the dimension is the number of labels.

```lean
import Mathlib

open Filter Topology Matrix

namespace GenericDivergence

variable {ι : Type*} [Fintype ι] [DecidableEq ι]
```

The update is a matrix-vector product, written `*ᵥ`, plus the shift.

```lean
/-- One step of the linear fixed-point iteration, `x ↦ B x + c`. -/
def step (B : Matrix ι ι ℝ) (c x : ι → ℝ) : ι → ℝ := B *ᵥ x + c
```

The set $S$ is `basin B c p`. The expression `(step B c)^[n] x` is the $n$-th iterate from the start `x`, and `Tendsto … atTop (𝓝 p)` says that the iterates converge to `p` as $n$ grows. The arithmetic is that of exact real numbers, with no rounding.

```lean
/-- The starts whose iterates converge to `p`. -/
def basin (B : Matrix ι ι ℝ) (c p : ι → ℝ) : Set (ι → ℝ) :=
  {x | Tendsto (fun n : ℕ => (step B c)^[n] x) atTop (𝓝 p)}
```

The subspace $D$ is `decaying B`. Declaring it as a `Submodule` requires proofs of the three closure properties, and these are the limit rules for sums and scalar multiples used above.

```lean
/-- The space of error vectors that die out under repeated application of `B`. -/
def decaying (B : Matrix ι ι ℝ) : Submodule ℝ (ι → ℝ) where
  carrier := {v | Tendsto (fun n : ℕ => (B ^ n) *ᵥ v) atTop (𝓝 0)}
  add_mem' := by
    intro a b ha hb
    rw [Set.mem_ofPred_eq] at ha hb ⊢
    simpa [Matrix.mulVec_add] using ha.add hb
  zero_mem' := by
    simp [Matrix.mulVec_zero]
  smul_mem' := by
    intro t a ha
    rw [Set.mem_ofPred_eq] at ha ⊢
    simpa [Matrix.mulVec_smul] using ha.const_smul t
```

Membership in this subspace unfolds to the limit statement by definition.

```lean
theorem mem_decaying_iff (B : Matrix ι ι ℝ) (v : ι → ℝ) :
    v ∈ decaying B ↔ Tendsto (fun n : ℕ => (B ^ n) *ᵥ v) atTop (𝓝 0) := Iff.rfl
```

## From the error formula to the affine subspace

The hypothesis `hp : step B c p = p` says that `p` is a fixed point. Physically, it assumes that a self-consistent solution exists; the theorems do not establish its existence.

The error formula is proved by induction on `n`. In the induction step, the rewriting separates off the last update on the left and one factor of `B` on the right. With `y` for the current iterate, what remains is $By+c-p=By-Bp$, and `linear_combination hp` closes this with the fixed-point equation.

```lean
/-- The deviation from a fixed point after `n` steps is `B ^ n` applied to the initial
deviation. -/
theorem error_propagation {B : Matrix ι ι ℝ} {c p : ι → ℝ} (hp : step B c p = p)
    (x : ι → ℝ) (n : ℕ) : (step B c)^[n] x - p = (B ^ n) *ᵥ (x - p) := by
  induction n with
  | zero => simp
  | succ n ih =>
    rw [Function.iterate_succ_apply', pow_succ', ← Matrix.mulVec_mulVec, ← ih,
      Matrix.mulVec_sub]
    generalize (step B c)^[n] x = y
    unfold step at hp ⊢
    linear_combination hp
```

The equivalence $x\in S\Leftrightarrow x-p\in D$ is then a matter of replacing $B^n(x-p)$ by the deviation of the iterate from $p$, and of noting that the iterates tend to $p$ exactly when this deviation tends to zero.

```lean
/-- A start converges to the fixed point `p` exactly when its initial deviation from `p`
is a decaying error. -/
theorem mem_basin_iff {B : Matrix ι ι ℝ} {c p : ι → ℝ} (hp : step B c p = p)
    (x : ι → ℝ) : x ∈ basin B c p ↔ x - p ∈ decaying B := by
  rw [mem_decaying_iff]
  simp only [← error_propagation hp]
  exact tendsto_sub_nhds_zero_iff.symm
```

The next theorem compares decay of all vectors with decay of the matrix powers. Convergence of matrices here is convergence of every entry. In the first direction, `Pi.single j 1` is the unit vector $e_j$, and its image under `B ^ n` supplies column `j`. In the second direction, the map $A\mapsto Av$ is continuous, so $B^n\to0$ carries over to $B^nv\to0$.

```lean
/-- Every error vector decays exactly when the powers of `B` tend to zero. -/
theorem decaying_eq_top_iff (B : Matrix ι ι ℝ) :
    decaying B = ⊤ ↔ Tendsto (fun n : ℕ => B ^ n) atTop (𝓝 0) := by
  constructor
  · intro h
    -- the columns of `B ^ n` are the images of the unit vectors
    refine tendsto_pi_nhds.2 fun i => tendsto_pi_nhds.2 fun j => ?_
    have hj : Pi.single j (1 : ℝ) ∈ decaying B := by rw [h]; trivial
    have hij := tendsto_pi_nhds.1 ((mem_decaying_iff B _).1 hj) i
    simpa [Matrix.mulVec_single_one] using hij
  · intro h
    rw [Submodule.eq_top_iff']
    intro v
    rw [mem_decaying_iff]
    have hc : Continuous (fun A : Matrix ι ι ℝ => A *ᵥ v) :=
      Continuous.matrix_mulVec continuous_id continuous_const
    have h0 := (hc.tendsto 0).comp h
    rw [Matrix.zero_mulVec] at h0
    exact h0
```

## Arbitrarily small changes that destroy convergence

The perturbation argument is purely algebraic. From two convergent starts `x` and `x + t • v`, the proof forms the difference of their errors, identifies it as `t • v`, and uses `t ≠ 0` to conclude that `v` itself would decay.

```lean
/-- Adding any nonzero multiple of a non-decaying error to a convergent start destroys
convergence to `p`. -/
theorem perturbed_not_mem_basin {B : Matrix ι ι ℝ} {c p x v : ι → ℝ}
    (hp : step B c p = p) (hx : x ∈ basin B c p) (hv : v ∉ decaying B)
    {t : ℝ} (ht : t ≠ 0) : x + t • v ∉ basin B c p := by
  intro h
  rw [mem_basin_iff hp] at hx h
  have h1 := (decaying B).sub_mem h hx
  have h2 : x + t • v - p - (x - p) = t • v := by abel
  rw [h2] at h1
  exact hv (((decaying B).smul_mem_iff ht).1 h1)
```

The main theorem adds the hypothesis `hB`, which says that the powers of `B` do not tend to zero. It stands for an iteration that leaves some error undamped. In spectral language, this is the case when some complex eigenvalue of $B$ has modulus at least $1$, a standard fact that the Lean development neither states nor uses.

The conclusion has four parts: `basin B c p` equals the affine subspace through `p` with direction `decaying B`, it is closed, its interior is empty, and within every distance `ε` of each convergent start there is a start `y` outside the basin. The distance on `ι → ℝ` is the largest absolute difference of components. The word "divergence" in the theorem's name means only failure to converge to `p`: for $B=1$ and $c=0$ in one dimension, every run converges, but to its own start.

The proof establishes the last part first, as `hpert`. If every vector decayed, `decaying_eq_top_iff` would contradict `hB`, so a non-decaying `v` exists. The perturbation is the multiple $\varepsilon/(\lVert v\rVert+1)$ of `v` chosen earlier. The three remaining parts follow in order. The first restates `mem_basin_iff`. The second writes the basin as the preimage of a finite-dimensional, hence closed, subspace under the continuous map $x\mapsto x-p$. The third takes a ball around a supposed interior point and applies `hpert` inside it.

```lean
/-- If the powers of `B` do not tend to zero, the starts that converge to the fixed point `p`
form a closed affine subspace with empty interior, and arbitrarily close to each of them
lies a start that does not converge to `p`. -/
theorem generic_divergence {B : Matrix ι ι ℝ} {c p : ι → ℝ} (hp : step B c p = p)
    (hB : ¬ Tendsto (fun n : ℕ => B ^ n) atTop (𝓝 0)) :
    basin B c p = (AffineSubspace.mk' p (decaying B) : Set (ι → ℝ)) ∧
    IsClosed (basin B c p) ∧
    interior (basin B c p) = ∅ ∧
    ∀ x ∈ basin B c p, ∀ ε > 0, ∃ y, dist y x < ε ∧ y ∉ basin B c p := by
  have hpert : ∀ x ∈ basin B c p, ∀ ε > 0, ∃ y, dist y x < ε ∧ y ∉ basin B c p := by
    intro x hx ε hε
    -- some error vector does not decay; a small multiple of it is the perturbation
    obtain ⟨v, hv⟩ : ∃ v, v ∉ decaying B := by
      by_contra hcon
      push Not at hcon
      exact hB ((decaying_eq_top_iff B).1 (Submodule.eq_top_iff'.2 hcon))
    have hpos : 0 < ‖v‖ + 1 := by positivity
    have ht : 0 < ε / (‖v‖ + 1) := div_pos hε hpos
    refine ⟨x + (ε / (‖v‖ + 1)) • v, ?_, perturbed_not_mem_basin hp hx hv ht.ne'⟩
    rw [dist_eq_norm, add_sub_cancel_left, norm_smul, Real.norm_of_nonneg ht.le]
    have he : ε / (‖v‖ + 1) * (‖v‖ + 1) = ε := div_mul_cancel₀ ε hpos.ne'
    linarith
  refine ⟨?_, ?_, ?_, hpert⟩
  · ext x
    rw [mem_basin_iff hp, SetLike.mem_coe, AffineSubspace.mem_mk', vsub_eq_sub]
  · have hpre : basin B c p = (fun x => x - p) ⁻¹' (decaying B : Set (ι → ℝ)) := by
      ext x
      exact mem_basin_iff hp x
    rw [hpre]
    exact (Submodule.closed_of_finiteDimensional (decaying B)).preimage
      (continuous_id.sub continuous_const)
  · rw [Set.eq_empty_iff_forall_notMem]
    intro x hx
    obtain ⟨ε, hε, hball⟩ := Metric.mem_nhds_iff.1 (mem_interior_iff_mem_nhds.1 hx)
    obtain ⟨y, hy, hyn⟩ := hpert x (interior_subset hx) ε hε
    exact hyn (hball (Metric.mem_ball.2 hy))
```

The theorem concerns a change of the start, with `B` and `c` held fixed throughout the run. Schemes that rebuild the update from earlier iterates, such as Anderson mixing or DIIS, do not have this form, and neither does a nonlinear iteration away from its linearisation.

## Volume zero and the converse

Here `MeasureTheory.volume` is ordinary $d$-dimensional volume. Mathlib knows that an affine subspace other than the whole space has volume zero. The proof only has to exclude the whole space, which it does by comparing interiors: the interior of the whole space is not empty, whereas that of the basin is. A start drawn at random from a probability density on $\mathbb{R}^d$ therefore misses the basin with probability one.

```lean
/-- If the powers of `B` do not tend to zero, the starts that converge to the fixed point `p`
have total volume zero. -/
theorem volume_basin_eq_zero {B : Matrix ι ι ℝ} {c p : ι → ℝ} (hp : step B c p = p)
    (hB : ¬ Tendsto (fun n : ℕ => B ^ n) atTop (𝓝 0)) :
    MeasureTheory.volume (basin B c p) = 0 := by
  obtain ⟨hS, -, hint, -⟩ := generic_divergence hp hB
  rw [hS] at hint ⊢
  apply MeasureTheory.Measure.addHaar_affineSubspace
  intro htop
  rw [htop, AffineSubspace.top_coe, interior_univ] at hint
  exact Set.univ_nonempty.ne_empty hint
```

The next result turns the condition on `B` into an exact criterion. One direction is the main theorem read backwards. In the other, all errors decay, so the basin is the whole space and `p` is an interior point. There is thus no intermediate case in which only the starts close to `p` converge to it.

```lean
/-- The set of starts converging to the fixed point `p` has nonempty interior exactly when
the powers of `B` tend to zero. -/
theorem interior_basin_nonempty_iff {B : Matrix ι ι ℝ} {c p : ι → ℝ}
    (hp : step B c p = p) :
    (interior (basin B c p)).Nonempty ↔ Tendsto (fun n : ℕ => B ^ n) atTop (𝓝 0) := by
  constructor
  · intro h
    by_contra hB
    exact h.ne_empty (generic_divergence hp hB).2.2.1
  · intro h
    have hu : basin B c p = Set.univ := by
      ext x
      rw [mem_basin_iff hp, (decaying_eq_top_iff B).2 h]
      simp
    rw [hu, interior_univ]
    exact ⟨p, trivial⟩
```

## A line of convergent starts in the plane

Two uncoupled modes show the geometry. Components are numbered from $0$, as in Lean. Let $B=\mathrm{diag}(1/2,\,2)$ and $c=(1,-1)$. The point $p=(2,1)$ is fixed, since $\tfrac12\cdot2+1=2$ and $2\cdot1-1=1$. From a start $x=(x_0,x_1)$, the iterates are
$$x^{(n)}=\bigl(2+2^{-n}(x_0-2),\;1+2^n(x_1-1)\bigr).$$
The first entry always converges to $2$. The second converges to $1$ only if $x_1=1$, so the basin is the horizontal line $x_1=1$. The iterates from $(5,1)$ converge to $p$, while those from $(5,\,1+10^{-12})$ run away, although during the first thirty steps the two runs differ by less than $0.002$.

In the Lean proof, the limit condition is split into its two components. To show that $x_1=1$ is necessary, the proof multiplies $2^n(x_1-1)\to0$ by $(1/2)^n\to0$. The product is the constant $x_1-1$, and its limit is zero, so uniqueness of limits gives $x_1=1$. Conversely, if $x_1=1$, the second error is zero at every step and the first decays as $(1/2)^n$.

```lean
/-- For two uncoupled modes with factors `1/2` and `2` and shift `(1, -1)`, the point `(2, 1)`
is fixed, and the starts converging to it are those whose second component equals `1`. -/
theorem two_mode_witness :
    step (Matrix.diagonal ![(1 / 2 : ℝ), 2]) ![1, -1] ![2, 1] = ![2, 1] ∧
    basin (Matrix.diagonal ![(1 / 2 : ℝ), 2]) ![1, -1] ![2, 1] = {x | x 1 = 1} := by
  have hp : step (Matrix.diagonal ![(1 / 2 : ℝ), 2]) ![1, -1] ![2, 1] = ![2, 1] := by
    ext i
    fin_cases i <;> norm_num [step, Matrix.mulVec_diagonal]
  refine ⟨hp, ?_⟩
  have hhalf : Tendsto (fun n : ℕ => (1 / 2 : ℝ) ^ n) atTop (𝓝 0) :=
    tendsto_pow_atTop_nhds_zero_of_lt_one (by norm_num) (by norm_num)
  ext x
  rw [mem_basin_iff hp, mem_decaying_iff, tendsto_pi_nhds, Fin.forall_fin_two]
  simp only [Matrix.diagonal_pow, Matrix.mulVec_diagonal, Pi.pow_apply, Pi.sub_apply,
    Pi.zero_apply, Matrix.cons_val_zero, Matrix.cons_val_one, Set.mem_ofPred_eq]
  constructor
  · rintro ⟨-, h⟩
    -- undo the growth of the second mode by the factor `(1/2) ^ n`
    have h1 := hhalf.mul h
    have h2 : ∀ n : ℕ, (1 / 2 : ℝ) ^ n * (2 ^ n * (x 1 - 1)) = x 1 - 1 := by
      intro n
      rw [← mul_assoc, ← mul_pow]
      norm_num
    simp only [h2, mul_zero] at h1
    have h3 := tendsto_nhds_unique h1 tendsto_const_nhds
    linarith
  · intro h
    refine ⟨?_, ?_⟩
    · simpa using hhalf.mul_const (x 0 - 2)
    · simp [h]

end GenericDivergence
```

```lean
#print axioms GenericDivergence.volume_basin_eq_zero
#print axioms GenericDivergence.interior_basin_nonempty_iff
```

```
'GenericDivergence.volume_basin_eq_zero' depends on axioms: [propext, Classical.choice, Quot.sound]
'GenericDivergence.interior_basin_nonempty_iff' depends on axioms: [propext, Classical.choice, Quot.sound]
```
